# Mean-square error recursion for an adaptive free-energy estimate with uncorrelated noise

An estimate of a free energy `F` starts at `F₀`, and step k = 0, 1, … moves it by the fraction a/(k+1) towards the noisy measurement `F + ξ k`. The estimates, the noise and `F` itself are vectors in a real inner product space, where the inner product plays the part of correlation and the squared norm that of mean square. If the noise vectors have squared norm s² and are orthogonal to one another and to the initial error, the theorem says that the squared error after k steps is exactly the value given by the recursion v ↦ (1 − a/(k+1))² v + a²s²/(k+1)², started at ‖F₀ − F‖². The proof writes the new error as a combination of the old error and the new noise, shows by induction that the two are orthogonal, and then, in a second induction, expands the squared norm.

The failing Lean file:

```lean
import Mathlib

open Filter Topology Finset

namespace MeanSquareErrorEq

noncomputable section

/-- Recursion for the mean-square error of the learned free energy after `k` steps, where step
`j = 0, 1, ...` has gain `a/(j+1)`, for noise of variance `s^2` that is uncorrelated between steps
and with the initial error; `v₀` is the initial mean-square error. -/
def errorVariance (a s v₀ : ℝ) : ℕ → ℝ
  | 0 => v₀
  | k + 1 => (1 - a / ((k : ℝ) + 1)) ^ 2 * errorVariance a s v₀ k
      + a ^ 2 * s ^ 2 / ((k : ℝ) + 1) ^ 2

/-- The adaptive estimate of a free energy `F`, started at `F₀`: each step moves it by the
fraction `a/(k+1)` towards the noisy measurement `F + ξ k`. -/
def estimate {H : Type*} [NormedAddCommGroup H] [InnerProductSpace ℝ H]
    (a : ℝ) (F F₀ : H) (ξ : ℕ → H) : ℕ → H
  | 0 => F₀
  | k + 1 => estimate a F F₀ ξ k
      + (a / ((k : ℝ) + 1)) • (F + ξ k - estimate a F F₀ ξ k)

section Estimator

variable {H : Type*} [NormedAddCommGroup H] [InnerProductSpace ℝ H]

/-- If the noise has variance `s^2` and is uncorrelated between steps and with the initial
error, the mean-square error of the estimate obeys the variance recursion. -/
theorem meanSquareError_eq (a s : ℝ) (F F₀ : H) (ξ : ℕ → H)
    (h₀ : ∀ j, inner ℝ (F₀ - F) (ξ j) = 0)
    (hξ : ∀ i j, inner ℝ (ξ i) (ξ j) = if i = j then s ^ 2 else 0) (k : ℕ) :
    ‖estimate a F F₀ ξ k - F‖ ^ 2 = errorVariance a s (‖F₀ - F‖ ^ 2) k := by
  have hstep : ∀ k, estimate a F F₀ ξ (k + 1) - F
      = (1 - a / ((k : ℝ) + 1)) • (estimate a F F₀ ξ k - F)
        + (a / ((k : ℝ) + 1)) • ξ k := by
    intro k
    rw [estimate]
    module
  -- the present error is uncorrelated with present and future noise
  have horth : ∀ k j, k ≤ j → inner ℝ (estimate a F F₀ ξ k - F) (ξ j) = 0 := by
    intro k
    induction k with
    | zero => intro j _; exact h₀ j
    | succ k ih =>
      intro j hj
      have hne : k ≠ j := by omega
      rw [hstep, inner_add_left, real_inner_smul_left, real_inner_smul_left,
        ih j (by omega), hξ, if_neg hne]
      ring
  induction k with
  | zero => rfl
  | succ k ih =>
    have hn : ‖ξ k‖ ^ 2 = s ^ 2 := by
      rw [← real_inner_self_eq_norm_sq, hξ, if_pos rfl]
    rw [hstep, norm_add_sq_real, real_inner_smul_left, real_inner_smul_right,
      horth k k le_rfl, norm_smul, norm_smul, mul_pow, mul_pow, Real.norm_eq_abs,
      Real.norm_eq_abs, sq_abs, sq_abs, hn, ih, errorVariance]
    ring

end Estimator

end

end MeanSquareErrorEq
```

Compiling this gives:

```
Try this:
  [apply] ring_nf
  
  The `ring` tactic failed to close the goal. Use `ring_nf` to obtain a normal form.
    
  Note that `ring` works primarily in *commutative* rings. If you have a noncommutative ring, abelian group or module, consider using `noncomm_ring`, `abel` or `module` instead.
Main.lean:54:14: error: unsolved goals
case succ
H : Type u_1
inst✝¹ : NormedAddCommGroup H
inst✝ : InnerProductSpace ℝ H
a s : ℝ
F F₀ : H
ξ : ℕ → H
h₀ : ∀ (j : ℕ), inner ℝ (F₀ - F) (ξ j) = 0
hξ : ∀ (i j : ℕ), inner ℝ (ξ i) (ξ j) = if i = j then s ^ 2 else 0
hstep : ∀ (k : ℕ), estimate a F F₀ ξ (k + 1) - F = (1 - a / (↑k + 1)) • (estimate a F F₀ ξ k - F) + (a / (↑k + 1)) • ξ k
horth : ∀ (k j : ℕ), k ≤ j → inner ℝ (estimate a F F₀ ξ k - F) (ξ j) = 0
k : ℕ
ih : ‖estimate a F F₀ ξ k - F‖ ^ 2 = errorVariance a s (‖F₀ - F‖ ^ 2) k
hn : ‖ξ k‖ ^ 2 = s ^ 2
⊢ -(a * (1 + ↑k)⁻¹ * errorVariance a s (‖F₀ - F‖ ^ 2) k * 2) +
          a ^ 2 * (1 + ↑k)⁻¹ ^ 2 * errorVariance a s (‖F₀ - F‖ ^ 2) k +
        a ^ 2 * (1 + ↑k)⁻¹ ^ 2 * s ^ 2 +
      errorVariance a s (‖F₀ - F‖ ^ 2) k =
    -(a * (1 + ↑k)⁻¹ * errorVariance a s (‖F₀ - F‖ ^ 2) k * 2) +
          a ^ 2 * (1 + ↑k)⁻¹ ^ 2 * errorVariance a s (‖F₀ - F‖ ^ 2) k +
        a ^ 2 * s ^ 2 * (1 + ↑k * 2 + ↑k ^ 2)⁻¹ +
      errorVariance a s (‖F₀ - F‖ ^ 2) k
```

Diagnosis. Only the last `ring`, in the successor step of the second induction, fails. The first message says that `ring` did not close the goal, and the error shows what was left. The two sides are equal and differ in a single term, the noise contribution, which has the factor `(1 + ↑k)⁻¹ ^ 2` on the left and `(1 + ↑k * 2 + ↑k ^ 2)⁻¹` on the right.

The difference comes from where the square stands. Expanding the norm gives `(a / (k + 1)) ^ 2`, a square of a quotient, while `errorVariance` divides by `(k + 1) ^ 2`. In the second form `ring` multiplied out the square under the inverse, and it did not recognise the inverse of the resulting sum as the square of `(1 + ↑k)⁻¹`.

The added `hq` proves that the term from `errorVariance` equals `(a / (k + 1)) ^ 2 * s ^ 2`, using `div_pow` and `div_mul_eq_mul_div`. After `rw [hq]` both sides contain the square of the same quotient, and the unchanged `ring` closes the goal.

The repair, with which the file compiles:

```diff
@@ -58,4 +58,7 @@
       horth k k le_rfl, norm_smul, norm_smul, mul_pow, mul_pow, Real.norm_eq_abs,
       Real.norm_eq_abs, sq_abs, sq_abs, hn, ih, errorVariance]
+    have hq : a ^ 2 * s ^ 2 / ((k : ℝ) + 1) ^ 2 = (a / ((k : ℝ) + 1)) ^ 2 * s ^ 2 := by
+      rw [div_pow, div_mul_eq_mul_div]
+    rw [hq]
     ring
 
```
